# Bounds on the harmonic zero-point energy from the trace and rank of the dynamical matrix

Nuclei vibrate harmonically about an equilibrium geometry described by $N$ mass-weighted coordinates. The dynamical matrix $D$ is the matrix of second derivatives of the potential energy in these coordinates. Its eigenvalues are the squared normal-mode frequencies $\omega_i^2$, with $\omega_i\ge 0$. In units with $\hbar=1$, define

$$E=\tfrac12\sum_i\omega_i,\qquad T=\sum_i D_{ii},\qquad r=\operatorname{rank}D,\qquad A=\{i:\omega_i\neq0\}.$$

The problem is how far $T$ and $r$ fix the zero-point energy $E$ when $D$ has not been diagonalised. Throughout, $D$ is assumed to have no negative eigenvalue, so that no frequency is imaginary.

In Lean, the finite type `n` labels the coordinates, and `𝕜` is $\mathbb R$ or $\mathbb C$, so that a complex phonon matrix at a general wavevector is included. The same type also labels the modes: $i$ is a coordinate in $D_{ii}$ and a mode in $\omega_i$, with no link between the two.

```lean
import Mathlib

open Matrix
open scoped ComplexOrder

namespace ZeroPointSumRule

noncomputable section

variable {𝕜 n : Type*} [RCLike 𝕜] [Fintype n] [DecidableEq n] {D : Matrix n n 𝕜}
```

The hypothesis `hD : D.PosSemidef` says that $D$ is Hermitian with no negative eigenvalue. Physically, no displacement lowers the energy to second order. The frequency is then the square root of an eigenvalue.

```lean
/-- The frequency of a normal mode: the square root of an eigenvalue of the positive
semidefinite dynamical matrix. -/
def frequency (hD : D.PosSemidef) (i : n) : ℝ :=
  √(hD.isHermitian.eigenvalues i)
```

That the quantised oscillators have ground-state energy $\tfrac12\sum_i\omega_i$ is put in as a definition and not derived from a Hamiltonian.

```lean
/-- The harmonic zero-point energy, half the sum of all frequencies, in units with `ħ = 1`. -/
def zeroPointEnergy (hD : D.PosSemidef) : ℝ :=
  (1 / 2) * ∑ i, frequency hD i
```

The name `onSite` for $T$ needs some care. For a molecule or cluster, $D_{ii}$ is the on-site force constant divided by the mass. At a phonon wavevector, $D_{ii}$ also contains the coupling of an atom to its own periodic images, and $E$ is the contribution of that wavevector only.

```lean
/-- The sum of the (real parts of the) diagonal entries of the dynamical matrix. -/
def onSite (D : Matrix n n 𝕜) : ℝ :=
  ∑ i, RCLike.re (D i i)
```

The set $A$ is `activeModes`.

```lean
/-- The modes with nonzero frequency. -/
def activeModes (hD : D.PosSemidef) : Finset n :=
  Finset.univ.filter (fun i => frequency hD i ≠ 0)
```

## (a) Counting the vibrating modes

**Task.** Show that the number of modes with nonzero frequency is the rank of $D$:
$$|A|=r.$$

**Solution.** Write $D=U\Lambda U^\dagger$ with $U$ unitary and $\Lambda$ the diagonal matrix of the $\omega_i^2$. Multiplication by invertible matrices preserves rank, so $r$ is the number of nonzero entries of $\Lambda$. Since $\omega_i=0$ exactly when $\omega_i^2=0$, this number is $|A|$.

Mathlib's `rank_eq_card_non_zero_eigs` supplies the count of nonzero eigenvalues. The step `h` passes from eigenvalues to their square roots, which needs the eigenvalues to be nonnegative.

```lean
/-- The number of modes with nonzero frequency is the rank of the dynamical matrix. -/
theorem card_activeModes (hD : D.PosSemidef) : (activeModes hD).card = D.rank := by
  rw [hD.isHermitian.rank_eq_card_non_zero_eigs, Fintype.card_subtype]
  unfold activeModes
  congr 1
  ext i
  rw [Finset.mem_filter, Finset.mem_filter]
  -- a square root of a nonnegative number vanishes only with the number itself
  have h : frequency hD i ≠ 0 ↔ hD.isHermitian.eigenvalues i ≠ 0 :=
    not_congr (Real.sqrt_eq_zero (hD.eigenvalues_nonneg i))
  exact and_congr_right fun _ => h
```

## (b) The sum rule for squared frequencies

**Task.** Show that the squared frequencies add up to the diagonal sum:
$$\sum_i\omega_i^2=T.$$

**Solution.** The trace is cyclic, so
$$T=\operatorname{tr}(U\Lambda U^\dagger)=\operatorname{tr}(\Lambda U^\dagger U)=\operatorname{tr}\Lambda=\sum_i\omega_i^2.$$

In Lean, $T$ is a sum of real parts, because the entries may have a complex type; the diagonal of a Hermitian matrix is real anyway. The proof takes the real part of `trace_eq_sum_eigenvalues` and replaces each eigenvalue by the square of its root with `Real.sq_sqrt`.

```lean
/-- Sum rule: the squared frequencies add up to the diagonal sum of the dynamical matrix. -/
theorem sum_frequency_sq (hD : D.PosSemidef) :
    ∑ i, frequency hD i ^ 2 = onSite D := by
  have h := congrArg (fun z : 𝕜 => RCLike.re z) hD.isHermitian.trace_eq_sum_eigenvalues
  simp only [Matrix.trace, Matrix.diag_apply, map_sum, RCLike.ofReal_re] at h
  unfold onSite
  rw [h]
  exact Finset.sum_congr rfl fun i _ => Real.sq_sqrt (hD.eigenvalues_nonneg i)
```

## (c) The spread of the frequencies

**Task.** Show that
$$rT-(2E)^2=\tfrac12\sum_{i\in A}\sum_{j\in A}(\omega_i-\omega_j)^2.$$

**Solution.** Zero modes add nothing to either sum, so $\sum_{i\in A}\omega_i=2E$ and, by (b), $\sum_{i\in A}\omega_i^2=T$. Expanding the square and using $|A|=r$ from (a),
$$\sum_{i,j\in A}(\omega_i^2+\omega_j^2-2\omega_i\omega_j)=rT+rT-2(2E)^2.$$
Half of this is the left-hand side of the target. The double sum runs over ordered pairs, so each pair of distinct modes appears twice.

The steps `h1` and `h2` are the two restricted sums, and `e` is the expanded square. The `simp only` call then carries out the double sum and inserts the count from (a).

```lean
/-- The rank times the diagonal sum of `D` exceeds the square of twice the zero-point energy by half
the sum of squared frequency differences over all ordered pairs of nonzero modes. -/
theorem frequency_spread (hD : D.PosSemidef) :
    (D.rank : ℝ) * onSite D - (2 * zeroPointEnergy hD) ^ 2 =
      (1 / 2) * ∑ i ∈ activeModes hD, ∑ j ∈ activeModes hD,
        (frequency hD i - frequency hD j) ^ 2 := by
  -- zero modes contribute neither to the sum of frequencies nor to that of their squares
  have h1 : ∑ i ∈ activeModes hD, frequency hD i = 2 * zeroPointEnergy hD := by
    have h : ∑ i ∈ activeModes hD, frequency hD i = ∑ i, frequency hD i :=
      Finset.sum_filter_of_ne fun i _ hi => hi
    rw [h, zeroPointEnergy]
    ring
  have h2 : ∑ i ∈ activeModes hD, frequency hD i ^ 2 = onSite D := by
    rw [← sum_frequency_sq hD]
    exact Finset.sum_filter_of_ne fun i _ hi h0 => hi (by rw [h0]; norm_num)
  -- expand the square and sum term by term
  have e : ∀ i j, (frequency hD i - frequency hD j) ^ 2 =
      frequency hD i ^ 2 + frequency hD j ^ 2 - 2 * (frequency hD i * frequency hD j) :=
    fun i j => by ring
  simp only [e, Finset.sum_add_distrib, Finset.sum_sub_distrib, ← Finset.mul_sum,
    ← Finset.sum_mul, Finset.sum_const, nsmul_eq_mul, h1, h2, card_activeModes]
  ring
```

## (d) The upper bound

**Task.** Show that
$$E\le\tfrac12\sqrt{rT}.$$

**Solution.** The right-hand side of (c) is a sum of squares, hence nonnegative, and so $(2E)^2\le rT$. Taking roots gives $2E\le|2E|\le\sqrt{rT}$. This is the Cauchy–Schwarz inequality for the list of nonzero frequencies and a list of ones.

In the proof, `hs` is the nonnegativity, `hb` the squared bound, and `Real.abs_le_sqrt` takes the root.

```lean
/-- The zero-point energy is at most half the square root of the number of nonzero modes (the rank)
times the diagonal sum of the dynamical matrix. -/
theorem zeroPointEnergy_le (hD : D.PosSemidef) :
    zeroPointEnergy hD ≤ √((D.rank : ℝ) * onSite D) / 2 := by
  have hs : 0 ≤ ∑ i ∈ activeModes hD, ∑ j ∈ activeModes hD,
      (frequency hD i - frequency hD j) ^ 2 :=
    Finset.sum_nonneg fun i _ => Finset.sum_nonneg fun j _ => sq_nonneg _
  have hg := frequency_spread hD
  have hb : (2 * zeroPointEnergy hD) ^ 2 ≤ (D.rank : ℝ) * onSite D := by linarith
  have h := (le_abs_self _).trans (Real.abs_le_sqrt hb)
  linarith
```

## (e) When the upper bound is attained

**Task.** Show that all nonzero frequencies coincide exactly when the bound is an equality:
$$E=\tfrac12\sqrt{rT}\iff \omega_i=\omega_j\ \text{ for all } i,j\in A.$$

**Solution.** Suppose $2E=\sqrt{rT}$. Since $rT\ge0$, squaring gives $(2E)^2=rT$, and the double sum in (c) vanishes. A sum of nonnegative terms vanishes only if every term does, so $\omega_i=\omega_j$ for all $i,j\in A$.

Conversely, if the nonzero frequencies agree, every term in (c) is zero and $rT=(2E)^2$. Because $E\ge0$, the root is $\sqrt{rT}=2E$.

The smallest case is $r=0$. Then $D=0$, both sides of the equality are zero, and the condition on the frequencies holds because $A$ is empty. No assumption $r\ge1$ is needed.

The two bullets of the Lean proof are these two directions. In the first, `Finset.sum_eq_zero_iff_of_nonneg` is used twice, once for each sum, to isolate a single squared difference.

```lean
/-- The upper bound on the zero-point energy is attained exactly when all nonzero frequencies
coincide. -/
theorem zeroPointEnergy_eq_iff (hD : D.PosSemidef) :
    zeroPointEnergy hD = √((D.rank : ℝ) * onSite D) / 2 ↔
      ∀ i j, frequency hD i ≠ 0 → frequency hD j ≠ 0 → frequency hD i = frequency hD j := by
  have hg := frequency_spread hD
  constructor
  · intro h i j hi hj
    have hT : 0 ≤ onSite D := by
      rw [← sum_frequency_sq hD]
      exact Finset.sum_nonneg fun i _ => sq_nonneg _
    have hsq := Real.sq_sqrt (mul_nonneg (Nat.cast_nonneg (α := ℝ) D.rank) hT)
    have h2 : 2 * zeroPointEnergy hD = √((D.rank : ℝ) * onSite D) := by linarith
    rw [h2, hsq] at hg
    -- a vanishing sum of squares vanishes term by term
    have h0 : ∑ i ∈ activeModes hD, ∑ j ∈ activeModes hD,
        (frequency hD i - frequency hD j) ^ 2 = 0 := by linarith
    have hi0 := (Finset.sum_eq_zero_iff_of_nonneg fun i _ =>
      Finset.sum_nonneg fun j _ => sq_nonneg _).1 h0 i (by simp [activeModes, hi])
    have hij := (Finset.sum_eq_zero_iff_of_nonneg fun j _ => sq_nonneg _).1 hi0 j
      (by simp [activeModes, hj])
    exact sub_eq_zero.1 (pow_eq_zero_iff two_ne_zero |>.1 hij)
  · intro h
    have h0 : ∑ i ∈ activeModes hD, ∑ j ∈ activeModes hD,
        (frequency hD i - frequency hD j) ^ 2 = 0 := by
      refine Finset.sum_eq_zero fun i hi => Finset.sum_eq_zero fun j hj => ?_
      rw [h i j (Finset.mem_filter.1 hi).2 (Finset.mem_filter.1 hj).2]
      ring
    have hE : 0 ≤ 2 * zeroPointEnergy hD := by
      have : 0 ≤ ∑ i, frequency hD i := Finset.sum_nonneg fun i _ => Real.sqrt_nonneg _
      unfold zeroPointEnergy
      linarith
    have h1 : (D.rank : ℝ) * onSite D = (2 * zeroPointEnergy hD) ^ 2 := by
      rw [h0] at hg
      linarith
    rw [h1, Real.sqrt_sq hE]
    ring
```

A neighbouring result follows from the same expansion with $\omega_i^2$ in place of $\omega_i$; it is left here as an exercise without Lean code. Since $\sum_i\omega_i^4=\operatorname{tr}D^2=\sum_{i,j}|D_{ij}|^2$, one finds
$$T^2\le r\sum_{i,j}|D_{ij}|^2,$$
again with equality exactly when all nonzero frequencies coincide.

## (f) A lower bound from the diagonal

**Task.** Show that
$$\tfrac12\sqrt{T}\le E.$$

**Solution.** Let $S=\sum_j\omega_j=2E$. All frequencies are nonnegative, so each satisfies $\omega_i\le S$. With (b),
$$T=\sum_i\omega_i\,\omega_i\le\sum_i\omega_i\,S=S^2,$$
and the root gives $\sqrt T\le S=2E$. The rank plays no part here.

The inequality $\omega_i\le S$ is `Finset.single_le_sum`. It is multiplied by $\omega_i\ge0$ and summed to give `h`, and `Real.sqrt_le_iff` takes the root.

```lean
/-- The zero-point energy is at least half the square root of the diagonal sum of the dynamical
matrix. -/
theorem le_zeroPointEnergy (hD : D.PosSemidef) :
    √(onSite D) / 2 ≤ zeroPointEnergy hD := by
  have hw : ∀ i, 0 ≤ frequency hD i := fun i => Real.sqrt_nonneg _
  have hS : 0 ≤ ∑ i, frequency hD i := Finset.sum_nonneg fun i _ => hw i
  -- each frequency is at most the sum of all of them
  have h : onSite D ≤ (∑ i, frequency hD i) ^ 2 := by
    rw [← sum_frequency_sq hD, sq (∑ i, frequency hD i), Finset.sum_mul]
    refine Finset.sum_le_sum fun i _ => ?_
    rw [sq]
    exact mul_le_mul_of_nonneg_left
      (Finset.single_le_sum (fun j _ => hw j) (Finset.mem_univ i)) (hw i)
  have h2 := Real.sqrt_le_iff.2 ⟨hS, h⟩
  unfold zeroPointEnergy
  linarith
```

## (g) A single vibrating mode

**Task.** Show that for $r=1$ the diagonal sum fixes the zero-point energy:
$$E=\tfrac12\sqrt{T}.$$

**Solution.** For $r=1$ the upper bound (d) reads $E\le\tfrac12\sqrt T$, and (f) is the reverse inequality.

An example is two masses $m_1,m_2$ on a line, joined by a spring of constant $\kappa$. The matrix has diagonal entries $\kappa/m_1$ and $\kappa/m_2$ and off-diagonal entries $-\kappa/\sqrt{m_1m_2}$. For $\kappa>0$ the matrix is nonzero and its determinant is zero, so $r=1$. With the reduced mass $\mu=m_1m_2/(m_1+m_2)$, the diagonal sum is $T=\kappa/\mu$, and $E=\tfrac12\sqrt{\kappa/\mu}$ is the familiar oscillator value.

In Lean, `hr` is the condition $r=1$, and `le_antisymm` joins the two inequalities.

```lean
/-- If the dynamical matrix has rank one, the zero-point energy equals half the square root of its
diagonal sum. -/
theorem zeroPointEnergy_single_mode (hD : D.PosSemidef) (hr : D.rank = 1) :
    zeroPointEnergy hD = √(onSite D) / 2 := by
  have h := zeroPointEnergy_le hD
  rw [hr, Nat.cast_one, one_mul] at h
  exact le_antisymm h (le_zeroPointEnergy hD)
```

## (h) Known zero modes in place of the rank

**Task.** Let $v_0,\dots,v_{k-1}$ be linearly independent vectors with $Dv_a=0$. Show that
$$E\le\tfrac12\sqrt{(N-k)\,T}.$$

**Solution.** The $v_a$ lie in the kernel of $D$, so $k\le\dim\ker D$. Rank-nullity, $r+\dim\ker D=N$, gives $r\le N-k$. By (b), $T\ge0$, hence $rT\le(N-k)T$, and (d) gives the claim.

Such vectors are supplied by the acoustic sum rule: a rigid translation costs no energy. For a three-dimensional crystal at zero wavevector this gives $k=3$. The components of $v_a$ are mass-weighted, so a uniform translation has entries proportional to the square roots of the masses. With $k=0$ the bound uses only the diagonal of $D$ and its length $N$. For a cluster, the on-site force constants and the masses therefore suffice for an upper bound on the zero-point energy.

The family `v` is indexed by `Fin k`, `hv` is its linear independence, and `hz` says that $D$ annihilates each member. The proof regards the vectors as elements of the kernel (`u`), compares their number with its dimension (`hk`), and combines this with rank-nullity (`hn`) to obtain `hle`, which is $r+k\le N$. The step `hm` multiplies by $T$, and the monotonicity of the square root completes the argument.

```lean
/-- If the dynamical matrix annihilates `k` linearly independent displacement patterns, the rank
in the upper bound may be replaced by the number of degrees of freedom minus `k`. -/
theorem zeroPointEnergy_le_of_zero_modes (hD : D.PosSemidef) {k : ℕ} (v : Fin k → n → 𝕜)
    (hv : LinearIndependent 𝕜 v) (hz : ∀ a, D *ᵥ v a = 0) :
    zeroPointEnergy hD ≤ √(((Fintype.card n : ℝ) - k) * onSite D) / 2 := by
  -- the zero modes lie in the kernel, so rank-nullity limits the rank
  let u : Fin k → LinearMap.ker D.mulVecLin := fun a =>
    ⟨v a, by rw [LinearMap.mem_ker, Matrix.mulVecLin_apply]; exact hz a⟩
  have hu : LinearIndependent 𝕜 u :=
    LinearIndependent.of_comp (LinearMap.ker D.mulVecLin).subtype hv
  have hk := hu.fintype_card_le_finrank
  rw [Fintype.card_fin] at hk
  have hn := D.mulVecLin.finrank_range_add_finrank_ker
  rw [Module.finrank_fintype_fun_eq_card] at hn
  have hr : D.rank = Module.finrank 𝕜 (LinearMap.range D.mulVecLin) := rfl
  have hle : D.rank + k ≤ Fintype.card n := by omega
  have hle' : (D.rank : ℝ) + k ≤ Fintype.card n := by exact_mod_cast hle
  have hT : 0 ≤ onSite D := by
    rw [← sum_frequency_sq hD]
    exact Finset.sum_nonneg fun i _ => sq_nonneg _
  have hm : (D.rank : ℝ) * onSite D ≤ ((Fintype.card n : ℝ) - k) * onSite D :=
    mul_le_mul_of_nonneg_right (by linarith) hT
  have h1 := zeroPointEnergy_le hD
  have h2 := Real.sqrt_le_sqrt hm
  linarith

end

end ZeroPointSumRule
```

```lean
#print axioms ZeroPointSumRule.zeroPointEnergy_eq_iff
#print axioms ZeroPointSumRule.zeroPointEnergy_single_mode
#print axioms ZeroPointSumRule.zeroPointEnergy_le_of_zero_modes
```

```
'ZeroPointSumRule.zeroPointEnergy_eq_iff' depends on axioms: [propext, Classical.choice, Quot.sound]
'ZeroPointSumRule.zeroPointEnergy_single_mode' depends on axioms: [propext, Classical.choice, Quot.sound]
'ZeroPointSumRule.zeroPointEnergy_le_of_zero_modes' depends on axioms: [propext, Classical.choice, Quot.sound]
```
